# A two-variable linear mixing model with complex error modes converges to its solution exactly for 0 < α < 13/98

Take a single error mode e that is multiplied at each mixing step by a fixed number:

e ↦ (1 − αλ) e

Here α is the real damping parameter and λ is a complex eigenvalue with positive real part. The mode dies out exactly when |1 − αλ| < 1. Let λ = 13 + i√27, so that |λ| = 14. At α = 0.14,

|1 − αλ|² = 1 − 2(0.14)(13) + (0.14)²(196) = 1.2016,

and the error grows. Yet 0.14 lies below both 2/Re λ ≈ 0.154 and 2/|λ| ≈ 0.143. The correct limit needs both the real part and the modulus.

## The step bound for complex eigenvalues

For one mode with Re λ > 0, the condition is

|1 − αλ| < 1 exactly when 0 < α < 2 Re λ / |λ|².

For a diagonalisable matrix M whose eigenvalues λ_i all have positive real part, the powers (1 − αM)^k tend to zero exactly when this condition on α holds for every i.

If λ is real, the bound becomes the familiar 2/λ. If λ = r(cos θ + i sin θ), it is 2 cos θ / r, so at fixed modulus r the window closes as the eigenvalue turns towards the imaginary axis.

## Choosing the damping in an SCF loop

Near a self-consistent solution, preconditioned linear mixing is modelled by

v ↦ v + αP(b − εv), with ε = 1 − χ₀K.

Here χ₀ is the independent-particle response, K the interaction kernel, P the preconditioner and b a fixed source vector. With this order of factors, v plays the role of the density. A code that sets α from an estimate of the largest eigenvalue, treated as real, relies on the spectrum of Pε being real. The finite, linearised example below shows that this can fail even when ε has real positive eigenvalues and P is positive definite.

The matrices, written by rows, are

χ₀ = −diag(1, 4), K = [[1, 1], [1, 2]], P = [[9, −2], [−2, 2]].

## From the matrices to 13/98

Write λ = a + ib with a > 0 and b real (this b is used only here). Then

|1 − αλ|² = (1 − αa)² + α²b² = 1 − 2αa + α²|λ|².

This is below one exactly when α(α|λ|² − 2a) < 0. For α < 0 both factors are negative, and for α = 0 the product vanishes, so neither case qualifies. For α > 0 the condition is α < 2a/|λ|².

Now let S be an invertible matrix whose columns are eigenvectors of M, so that MS = SD with D = diag(λ_i). Then

(1 − αM)^k = S diag((1 − αλ_i)^k) S⁻¹,

which tends to zero exactly when every scalar multiplier has modulus below one.

For the example,

ε = [[2, 1], [4, 9]],

det(z − ε) = (z − 2)(z − 9) − 4 = z² − 11z + 14.

The roots are (11 ± √65)/2, both positive because √65 < 11. For a complex vector x = (x₀, x₁), the quadratic form of P is

x†Px = 7|x₀|² + 2|x₀ − x₁|²,

which is positive unless x = 0. The product is

Pε = [[10, −9], [4, 16]],

with trace 26 and determinant 196. Its eigenvalues solve λ² − 26λ + 196 = 0, giving λ = 13 ± i√27, with eigenvectors (9, −3 ∓ i√27). Both eigenvalues have |λ|² = 169 + 27 = 196, so the bound is 26/196 = 13/98 ≈ 0.1327.

Finally, let εv⋆ = b. Subtracting v⋆ from the mixing step gives

v − v⋆ ↦ (v − v⋆) − αPε(v − v⋆) = (1 − αPε)(v − v⋆).

After k steps the initial error has been multiplied by (1 − αPε)^k. The iteration therefore converges to v⋆ from every start exactly when these powers tend to zero.

## The Lean file

```lean
import Mathlib

open Matrix Filter Topology

namespace PreconditionedLinearMixing

noncomputable section

/-- One linear mixing step with damping `α` and preconditioner `P`, for the linearised
self-consistency equation `ε v = b`. -/
def mixStep {n : Type*} [Fintype n] (α : ℝ) (P ε : Matrix n n ℂ) (b v : n → ℂ) : n → ℂ :=
  v + (α : ℂ) • (P *ᵥ (b - ε *ᵥ v))

/-- The independent-particle response `χ₀ = -diag(1, 4)`. -/
def chi0 : Matrix (Fin 2) (Fin 2) ℂ := !![-1, 0; 0, -4]

/-- The interaction kernel `K`. -/
def kernel : Matrix (Fin 2) (Fin 2) ℂ := !![1, 1; 1, 2]

/-- The dielectric matrix `ε = 1 - χ₀ K`. -/
def eps : Matrix (Fin 2) (Fin 2) ℂ := 1 - chi0 * kernel

/-- The preconditioner `P`. -/
def precond : Matrix (Fin 2) (Fin 2) ℂ := !![9, -2; -2, 2]

/-- The complex pair `13 ± i √27`. -/
def pairValue : Fin 2 → ℂ :=
  ![13 + (Real.sqrt 27 : ℂ) * Complex.I, 13 - (Real.sqrt 27 : ℂ) * Complex.I]

/-- The matrix with columns `(9, -3 ∓ i √27)`. -/
def pairVectors : Matrix (Fin 2) (Fin 2) ℂ :=
  !![9, 9; -3 - (Real.sqrt 27 : ℂ) * Complex.I, -3 + (Real.sqrt 27 : ℂ) * Complex.I]

/-- For `Re l > 0`, the error multiplier `1 - α l` has modulus below one exactly when
`0 < α < 2 Re l / |l|²`. -/
theorem multiplier_lt_one_iff (α : ℝ) (l : ℂ) (hl : 0 < l.re) :
    ‖1 - (α : ℂ) * l‖ < 1 ↔ 0 < α ∧ α < 2 * l.re / ‖l‖ ^ 2 := by
  have h : ‖1 - (α : ℂ) * l‖ ^ 2 = 1 - 2 * α * l.re + α ^ 2 * ‖l‖ ^ 2 := by
    rw [Complex.sq_norm, Complex.sq_norm, Complex.normSq_apply, Complex.normSq_apply]
    simp
    ring
  have hl0 : l ≠ 0 := fun h0 => by simp [h0] at hl
  have hpos : 0 < ‖l‖ ^ 2 := pow_pos (norm_pos_iff.2 hl0) 2
  have hnn := norm_nonneg (1 - (α : ℂ) * l)
  rw [lt_div_iff₀ hpos]
  constructor
  · intro hn
    have h1 : ‖1 - (α : ℂ) * l‖ ^ 2 < 1 := by nlinarith
    rw [h] at h1
    have ha : 0 < α := by
      by_contra hc
      have hc' : 0 ≤ -α := by linarith
      nlinarith [mul_nonneg hc' hl.le, mul_nonneg (sq_nonneg α) hpos.le]
    refine ⟨ha, ?_⟩
    by_contra hc
    nlinarith [mul_le_mul_of_nonneg_left (not_lt.1 hc) ha.le]
  · rintro ⟨ha, h3⟩
    have h4 := mul_lt_mul_of_pos_left h3 ha
    have h1 : ‖1 - (α : ℂ) * l‖ ^ 2 < 1 := by rw [h]; nlinarith
    nlinarith [sq_nonneg (‖1 - (α : ℂ) * l‖ - 1)]

/-- If `M` is diagonalisable with eigenvalues `l i` of positive real part, the powers of the
error matrix `1 - α M` tend to zero exactly when `0 < α < 2 Re (l i) / |l i|²` for all `i`. -/
theorem error_powers_tendsto_iff {n : Type*} [Fintype n] [DecidableEq n]
    (M S : Matrix n n ℂ) (l : n → ℂ) (hS : IsUnit S.det) (hM : M * S = S * diagonal l)
    (hl : ∀ i, 0 < (l i).re) (α : ℝ) :
    Tendsto (fun k : ℕ => (1 - (α : ℂ) • M) ^ k) atTop (𝓝 0) ↔
      ∀ i, 0 < α ∧ α < 2 * (l i).re / ‖l i‖ ^ 2 := by
  have hA : (1 - (α : ℂ) • M) * S = S * diagonal (fun i => 1 - (α : ℂ) * l i) := by
    rw [Matrix.sub_mul, Matrix.one_mul, Matrix.smul_mul, hM]
    ext i j
    simp only [Matrix.sub_apply, Matrix.smul_apply, Matrix.mul_diagonal, smul_eq_mul]
    ring
  -- in the eigenbasis every mode is scaled by its own multiplier
  have hpow : ∀ k : ℕ, (1 - (α : ℂ) • M) ^ k * S
      = S * diagonal (fun i => (1 - (α : ℂ) * l i) ^ k) := by
    intro k
    induction k with
    | zero => simp
    | succ k ih =>
      rw [pow_succ, Matrix.mul_assoc, hA, ← Matrix.mul_assoc, ih, Matrix.mul_assoc,
        Matrix.diagonal_mul_diagonal]
      simp only [pow_succ]
  constructor
  · intro h i
    rw [← multiplier_lt_one_iff α (l i) (hl i)]
    have hc : Continuous (fun X : Matrix n n ℂ => (S⁻¹ * (X * S)) i i) :=
      (continuous_const.matrix_mul (continuous_id.matrix_mul continuous_const)).matrix_elem i i
    have h1 := ((hc.tendsto' 0 0 (by simp)).comp h).norm
    by_contra hge
    obtain ⟨k, hk⟩ := (h1.eventually_lt_const (by simp : ‖(0 : ℂ)‖ < 1)).exists
    simp only [Function.comp_apply] at hk
    rw [hpow, ← Matrix.mul_assoc, Matrix.nonsing_inv_mul S hS, Matrix.one_mul,
      Matrix.diagonal_apply_eq, norm_pow] at hk
    exact absurd hk (not_lt_of_ge (one_le_pow₀ (not_lt.1 hge)))
  · intro h
    have hd : Tendsto (fun k : ℕ => fun i => (1 - (α : ℂ) * l i) ^ k) atTop (𝓝 0) :=
      tendsto_pi_nhds.2 fun i => tendsto_pow_atTop_nhds_zero_of_norm_lt_one
        ((multiplier_lt_one_iff α (l i) (hl i)).2 (h i))
    have hc : Continuous (fun d : n → ℂ => S * diagonal d * S⁻¹) :=
      (continuous_const.matrix_mul continuous_id.matrix_diagonal).matrix_mul continuous_const
    refine ((hc.tendsto' 0 0 (by simp)).comp hd).congr fun k => ?_
    simp only [Function.comp_apply]
    rw [← hpow, Matrix.mul_assoc, Matrix.mul_nonsing_inv S hS, Matrix.mul_one]

/-- The dielectric matrix has the rows `(2, 1)` and `(4, 9)`. -/
theorem eps_eq : eps = !![2, 1; 4, 9] := by
  ext i j
  fin_cases i <;> fin_cases j <;>
    norm_num [eps, chi0, kernel, Matrix.mul_apply, Fin.sum_univ_succ]

/-- The eigenvalues of the dielectric matrix are `(11 ± √65)/2`, and both are positive. -/
theorem eps_eigenvalues :
    (∀ z : ℂ, (z • (1 : Matrix (Fin 2) (Fin 2) ℂ) - eps).det = 0 ↔
      z = (((11 + Real.sqrt 65) / 2 : ℝ) : ℂ) ∨ z = (((11 - Real.sqrt 65) / 2 : ℝ) : ℂ)) ∧
    0 < (11 + Real.sqrt 65) / 2 ∧ 0 < (11 - Real.sqrt 65) / 2 := by
  have hs : (Real.sqrt 65 : ℂ) ^ 2 = 65 := by
    rw [← Complex.ofReal_pow, Real.sq_sqrt (by norm_num)]
    norm_num
  have hlt : Real.sqrt 65 < 11 := (Real.sqrt_lt' (by norm_num)).2 (by norm_num)
  refine ⟨fun z => ?_, by positivity, by linarith⟩

  have hdet : (z • (1 : Matrix (Fin 2) (Fin 2) ℂ) - eps).det = (z - 2) * (z - 9) - 4 := by
    rw [eps_eq, Matrix.det_fin_two]
    simp
  have hfac : (z - 2) * (z - 9) - 4 = (z - (((11 + Real.sqrt 65) / 2 : ℝ) : ℂ)) *
      (z - (((11 - Real.sqrt 65) / 2 : ℝ) : ℂ)) := by
    push_cast
    linear_combination (1 / 4) * hs
  rw [hdet, hfac, mul_eq_zero, sub_eq_zero, sub_eq_zero]

/-- The preconditioner is Hermitian and its quadratic form is positive on nonzero vectors. -/
theorem precond_posDef : precond.IsHermitian ∧
    ∀ x : Fin 2 → ℂ, x ≠ 0 → 0 < (star x ⬝ᵥ (precond *ᵥ x)).re := by
  constructor
  · ext i j
    fin_cases i <;> fin_cases j <;> simp [precond]
  · intro x hx
    -- complete the square
    have key : (star x ⬝ᵥ (precond *ᵥ x)).re
        = 7 * Complex.normSq (x 0) + 2 * Complex.normSq (x 0 - x 1) := by
      simp [precond, Matrix.mulVec, dotProduct, Fin.sum_univ_succ, Complex.normSq_apply]
      ring
    rw [key]
    by_cases h0 : x 0 = 0
    · have h1 : x 1 ≠ 0 := fun h1 => hx (by
        funext i
        fin_cases i
        exacts [h0, h1])
      have := Complex.normSq_pos.2 h1
      rw [h0, zero_sub, Complex.normSq_neg, map_zero]
      linarith
    · have := Complex.normSq_pos.2 h0
      have := Complex.normSq_nonneg (x 0 - x 1)
      linarith

/-- The preconditioned dielectric matrix `P ε` is diagonalised by `pairVectors`, with the
eigenvalues `13 ± i √27`. -/
theorem precond_eps_witness : IsUnit pairVectors.det ∧
    precond * eps * pairVectors = pairVectors * diagonal pairValue := by
  have hs : (Real.sqrt 27 : ℂ) ^ 2 = 27 := by
    rw [← Complex.ofReal_pow, Real.sq_sqrt (by norm_num)]
    norm_num
  have hs0 : (Real.sqrt 27 : ℂ) ≠ 0 := fun h => by norm_num [h] at hs
  have hM : precond * eps = !![10, -9; 4, 16] := by
    rw [eps_eq]
    ext i j
    fin_cases i <;> fin_cases j <;>
      norm_num [precond, Matrix.mul_apply, Fin.sum_univ_succ]
  constructor
  · have hd : pairVectors.det = 18 * ((Real.sqrt 27 : ℂ) * Complex.I) := by
      rw [pairVectors, Matrix.det_fin_two_of]
      ring
    rw [hd]
    exact (mul_ne_zero (by norm_num) (mul_ne_zero hs0 Complex.I_ne_zero)).isUnit
  · have hI := Complex.I_sq
    rw [hM]
    ext i j
    rw [Matrix.mul_diagonal]
    fin_cases i <;> fin_cases j <;>
      simp only [pairVectors, pairValue, Matrix.mul_apply, Fin.sum_univ_two, Matrix.of_apply,
        Matrix.cons_val', Matrix.cons_val_zero, Matrix.cons_val_one, Matrix.cons_val_fin_one,
        Fin.zero_eta, Fin.mk_one, Fin.isValue]
    · ring
    · ring
    · linear_combination (Complex.I ^ 2) * hs + 27 * hI
    · linear_combination (Complex.I ^ 2) * hs + 27 * hI

/-- The powers of the error matrix `1 - α P ε` tend to zero exactly when `0 < α < 13/98`. -/
theorem precond_powers_tendsto_iff (α : ℝ) :
    Tendsto (fun k : ℕ => (1 - (α : ℂ) • (precond * eps)) ^ k) atTop (𝓝 0) ↔
      0 < α ∧ α < 13 / 98 := by
  have hr : ∀ i, (pairValue i).re = 13 := by
    intro i
    fin_cases i <;> simp [pairValue]
  have hn : ∀ i, ‖pairValue i‖ ^ 2 = 196 := by
    have hs : Real.sqrt 27 * Real.sqrt 27 = 27 := Real.mul_self_sqrt (by norm_num)
    intro i
    rw [Complex.sq_norm, Complex.normSq_apply, hr]
    fin_cases i <;> simp [pairValue] <;> norm_num
  have hv : (2 * 13 / 196 : ℝ) = 13 / 98 := by norm_num
  rw [error_powers_tendsto_iff _ _ _ precond_eps_witness.1 precond_eps_witness.2
    (fun i => by rw [hr]; norm_num) α]
  simp only [hr, hn, hv, forall_const]

/-- If `ε v⋆ = b`, the error after `k` mixing steps is `(1 - α P ε)^k` applied to the
initial error. -/
theorem mixStep_error {n : Type*} [Fintype n] [DecidableEq n] (α : ℝ) (P ε : Matrix n n ℂ)
    (b vs : n → ℂ) (hb : ε *ᵥ vs = b) (v : n → ℂ) (k : ℕ) :
    (mixStep α P ε b)^[k] v - vs = (1 - (α : ℂ) • (P * ε)) ^ k *ᵥ (v - vs) := by
  induction k with
  | zero => simp
  | succ k ih =>
    rw [Function.iterate_succ_apply', pow_succ', ← Matrix.mulVec_mulVec, ← ih, mixStep, ← hb]
    simp only [Matrix.sub_mulVec, Matrix.one_mulVec, Matrix.smul_mulVec, Matrix.mulVec_sub,
      Matrix.mulVec_mulVec]
    module

/-- For the matrices `P` and `ε` above and `ε v⋆ = b`, preconditioned linear mixing converges
to `v⋆` from every starting vector exactly when `0 < α < 13/98`. -/
theorem mixing_converges_iff (α : ℝ) (b vs : Fin 2 → ℂ) (hb : eps *ᵥ vs = b) :
    (∀ v, Tendsto (fun k : ℕ => (mixStep α precond eps b)^[k] v) atTop (𝓝 vs)) ↔
      0 < α ∧ α < 13 / 98 := by
  rw [← precond_powers_tendsto_iff]
  constructor
  · intro h
    -- an initial error along a basis vector reads off one column of each error matrix power
    refine tendsto_pi_nhds.2 fun i => tendsto_pi_nhds.2 fun j => ?_
    have hj := h (vs + Pi.single j 1)
    rw [← tendsto_sub_nhds_zero_iff] at hj
    simp only [mixStep_error α precond eps b vs hb, add_sub_cancel_left,
      Matrix.mulVec_single_one] at hj
    exact tendsto_pi_nhds.1 hj i
  · intro h v
    rw [← tendsto_sub_nhds_zero_iff]
    simp only [mixStep_error α precond eps b vs hb]
    have hc : Continuous (fun A : Matrix (Fin 2) (Fin 2) ℂ => A *ᵥ (v - vs)) :=
      continuous_id.matrix_mulVec continuous_const
    exact (hc.tendsto' 0 0 (by simp)).comp h

end

end PreconditionedLinearMixing
```

```lean
#print axioms PreconditionedLinearMixing.eps_eigenvalues
#print axioms PreconditionedLinearMixing.precond_posDef
#print axioms PreconditionedLinearMixing.mixing_converges_iff
```

```
'PreconditionedLinearMixing.eps_eigenvalues' depends on axioms: [propext, Classical.choice, Quot.sound]
'PreconditionedLinearMixing.precond_posDef' depends on axioms: [propext, Classical.choice, Quot.sound]
'PreconditionedLinearMixing.mixing_converges_iff' depends on axioms: [propext, Classical.choice, Quot.sound]
```

## Reading the statements

`mixStep` is the update above, with a real α cast to a complex scalar. Its matrices may have any finite size. The definitions `chi0`, `kernel`, `eps` and `precond` are χ₀, K, ε and P. The docstrings call ε the dielectric matrix; in this order of factors it acts on densities, and its counterpart for potentials is 1 − Kχ₀.

In `error_powers_tendsto_iff`, the hypotheses `IsUnit S.det` and `M * S = S * diagonal l` say that the columns of `S` form an eigenvector basis, with eigenvalues `l i`. Physically, the error separates into modes that do not feed one another. The hypothesis `hl` requires positive real parts, which means that a sufficiently small positive step damps every mode.

`eps_eigenvalues` identifies all zeros of the characteristic determinant of ε. `precond_posDef` states that P is Hermitian and that the real part of its quadratic form is positive on nonzero complex vectors. `precond_eps_witness` supplies the eigenvector matrix for Pε, which meets the hypotheses of the general theorem.

The final theorem, `mixing_converges_iff`, takes a vector `vs` with `eps *ᵥ vs = b`. It says that the iterates tend to `vs` from every complex starting vector if and only if 0 < α < 13/98.

## How convergence passes between matrices and modes

`multiplier_lt_one_iff` expands the squared modulus and settles the resulting inequalities with `nlinarith`. Inside the matrix theorem, `hA` moves one error step into the eigenbasis, and `hpow` extends this to all powers by induction.

The proof then turns on `Continuous.tendsto'`, which appears as `hc.tendsto' 0 0 (by simp)`. If a continuous map sends 0 to 0, composing it with a sequence that tends to 0 gives another such sequence. Convergence of matrices here is entrywise, so no matrix norm has to be chosen.

The device is used in both directions:

- To go from matrix powers to modes, the map sends X to the i-th diagonal entry of S⁻¹XS. Applied to the k-th power, it returns (1 − αλ_i)^k. If the multiplier had modulus at least one, this entry could never fall below one in modulus, contradicting convergence to zero.
- To go from modes to matrix powers, the map sends a vector d to S diag(d) S⁻¹, which rebuilds the matrix power from its scalar multipliers.

For the concrete matrices, `precond_powers_tendsto_iff` inserts the real part 13 and squared modulus 196. `mixStep_error` proves the error formula by induction on k. In the last theorem, starting from v⋆ plus the j-th basis vector reads off column j of the error matrix power, so convergence from all starts forces every entry to zero. The converse again uses continuity, this time of multiplication by the fixed initial error.

## What the threshold settles for a code

For this two-component linear model the threshold is sharp: α = 13/98 already fails, because both multipliers then have modulus one. The result concerns a constant real α and a fixed P. It does not treat a nonlinear SCF map, rounding errors, or history-based schemes such as Anderson mixing. The general criterion assumes diagonalisability and positive real parts; to apply the theorem to another system, both must be established.

Nor does convergence mean that the error shrinks at every step. At α = 0.13, inside the window, an initial error (0, 1) becomes (1.17, −1.08) after one step, and its Euclidean length rises from 1 to about 1.59. The preconditioned residual P(b − εv) = −Pε(v − v⋆) is multiplied by the same matrix 1 − αPε at each step, so it can grow in the same way. A code that rejects a damping value after one increase in the norm of this residual could therefore discard a convergent iteration.
